# The Far-Zone Three-Body Dispersion Energy of an Equilateral Triangle: the R⁻¹⁰ Law and Its Coefficient

The Axilrod-Teller-Muto (ATM) energy of three atoms treats their dipole coupling as instantaneous. For an equilateral triangle of side R it falls as R⁻⁹. At zero temperature, and at distances where light takes much longer to cross the triangle than the electrons take to respond, this is the wrong power, and the ATM energy is too large by a factor that grows in proportion to R. Take three identical, isotropic atoms at the corners of the triangle, whose polarizability α(ξ) at imaginary frequency iξ (in Gaussian units, a volume) is continuous and bounded. Their retarded three-body energy E(R), of third order in the dipole coupling and at zero temperature, obeys

R¹⁰ E(R) → 1264 ħ c α(0)³ / (243 π) as R → ∞,

where c is the speed of light. Only the static polarizability α(0) survives.

## From three dipole tensors to 1264/243

Let e, f, g be unit vectors along the sides, traversed in one sense, and let x = ξR/c. Without its factor 1/R³, the retarded coupling along e is

G(x, e) = exp(−x) [(1 + x + x²)(1 − eeᵀ) − 2(1 + x) eeᵀ] = exp(−x) [A·1 − B eeᵀ],

with A = 1 + x + x² and B = 3 + 3x + x².

The triangle closes, so e + f + g = 0. Taking the scalar product with each vector in turn gives

e·f + g·e = −1, e·f + f·g = −1, f·g + g·e = −1,

hence e·f = f·g = g·e = −1/2.

To expand the trace of the product, use tr 1 = 3, tr(eeᵀ) = 1, tr(eeᵀffᵀ) = (e·f)² = 1/4 and tr(eeᵀffᵀggᵀ) = (e·f)(f·g)(g·e) = −1/8. The trace is

T(x) = exp(−3x) [3A³ − 3A²B + (3/4)AB² + B³/8].

Since A − B = −2(1 + x), eight times the bracket equals −48(1 + x)A² + B²(6A + B). The two parts are

−48(1 + 3x + 5x² + 5x³ + 3x⁴ + x⁵),

81 + 243x + 360x² + 315x³ + 168x⁴ + 51x⁵ + 7x⁶,

and therefore

T(x) = exp(−3x)(33 + 99x + 120x² + 75x³ + 24x⁴ + 3x⁵ + 7x⁶)/8.

At x = 0 this is 33/8 = 3(1 + 3 cos³ 60°), the ATM value. At x = 1 we have A = 3 and B = 7, so eight times the bracket is 648 − 1512 + 882 + 343 = 361, which is also the sum of the polynomial's coefficients. Thus T(1) = 361 exp(−3)/8 ≈ 2.25, about 54% of the ATM value.

With ∫₀^∞ xⁿ exp(−3x) dx = n!/3ⁿ⁺¹, the integral is

∫₀^∞ T dx = (11 + 11 + 80/9 + 50/9 + 64/27 + 40/81 + 560/243)/8 = 1264/243.

The third-order energy is

E(R) = (ħ/π) ∫₀^∞ α(ξ)³ T(ξR/c)/R⁹ dξ.

Substituting ξ = cx/R supplies one more power of 1/R:

E(R) = ħc/(πR¹⁰) ∫₀^∞ α(cx/R)³ T(x) dx.

As R grows, α(cx/R) tends to α(0) at every fixed x. If |α| ≤ M, the integrand is bounded by M³T(x), which is integrable, so the limit may be taken under the integral. This gives the stated law.

## The triangle and its energy in Lean

```lean
import Mathlib

open MeasureTheory Filter Topology Matrix Set

namespace RetardedTripleDipole

noncomputable section
```

The tensor is a real 3×3 matrix, and `vecMulVec e e` is eeᵀ.

```lean
/-- The retarded dipole tensor, without its factor `1/R³`, for a pair with unit vector `e` at
reduced imaginary frequency `x = ξR/c`. -/
def retardedTensor (x : ℝ) (e : Fin 3 → ℝ) : Matrix (Fin 3) (Fin 3) ℝ :=
  Real.exp (-x) • ((1 + x + x ^ 2) • (1 - vecMulVec e e) - (2 * (1 + x)) • vecMulVec e e)
```

The geometry enters only through three unit vectors that sum to zero.

```lean
/-- Three unit vectors along the sides of an equilateral triangle, traversed in one sense. -/
structure IsEquilateral (e f g : Fin 3 → ℝ) : Prop where
  unit_e : e ⬝ᵥ e = 1
  unit_f : f ⬝ᵥ f = 1
  unit_g : g ⬝ᵥ g = 1
  closed : e + f + g = 0
```

The function T(x) is written out explicitly.

```lean
/-- The retarded three-body factor of the equilateral triangle as an explicit function of `x`. -/
def retardedFactor (x : ℝ) : ℝ :=
  Real.exp (-(3 * x)) *
    (33 + 99 * x + 120 * x ^ 2 + 75 * x ^ 3 + 24 * x ^ 4 + 3 * x ^ 5 + 7 * x ^ 6) / 8
```

The energy expression is a definition: it is the term of third order in the retarded coupling G, and it is not derived here. It describes isotropic, identical atoms in the dipole approximation at zero temperature, with α in Gaussian units (a volume). The function `α` takes the real number ξ and returns the polarizability at iξ.

```lean
/-- The third-order dispersion energy of three identical atoms with side unit vectors `e, f, g`
and common side `R > 0`, for light speed `c > 0`; `α ξ` is the polarizability at imaginary
frequency `iξ`. -/
def tripleDipoleEnergy (hbar c : ℝ) (α : ℝ → ℝ) (e f g : Fin 3 → ℝ) (R : ℝ) : ℝ :=
  hbar / Real.pi * ∫ ξ in Ioi (0 : ℝ), α ξ ^ 3 *
    trace (retardedTensor (ξ * R / c) e * retardedTensor (ξ * R / c) f *
      retardedTensor (ξ * R / c) g) / R ^ 9
```

An explicit planar triangle satisfies the geometric conditions.

```lean
/-- An explicit equilateral triangle in the plane. -/
theorem isEquilateral_witness :
    IsEquilateral ![1, 0, 0] ![-1 / 2, √3 / 2, 0] ![-1 / 2, -√3 / 2, 0] := by
  have h : √3 * √3 = (3 : ℝ) := Real.mul_self_sqrt (by norm_num)
  refine ⟨?_, ?_, ?_, ?_⟩
  · simp [dotProduct, Fin.sum_univ_three]
  · simp only [dotProduct, Fin.sum_univ_three, Matrix.cons_val]
    linear_combination h / 4
  · simp only [dotProduct, Fin.sum_univ_three, Matrix.cons_val]
    linear_combination h / 4
  · ext i
    fin_cases i <;> simp <;> ring
```

## The trace as a polynomial times an exponential

The first lemma holds for any three axes, normalised or not. Its `a`, `b`, `c` are the isotropic coefficients, so `c` is not the speed of light here. The proof writes out all components and compares polynomials.

```lean
/-- The trace of a product of three uniaxial tensors, written in terms of their coefficients and the
scalar products of their axes. -/
theorem trace_uniaxial (a b c k l m : ℝ) (e f g : Fin 3 → ℝ) :
    trace ((a • (1 : Matrix (Fin 3) (Fin 3) ℝ) - k • vecMulVec e e) *
      (b • (1 : Matrix (Fin 3) (Fin 3) ℝ) - l • vecMulVec f f) *
      (c • (1 : Matrix (Fin 3) (Fin 3) ℝ) - m • vecMulVec g g)) =
    3 * a * b * c - (k * b * c * (e ⬝ᵥ e) + a * l * c * (f ⬝ᵥ f) + a * b * m * (g ⬝ᵥ g))
      + k * l * c * (e ⬝ᵥ f) ^ 2 + a * l * m * (f ⬝ᵥ g) ^ 2 + k * b * m * (g ⬝ᵥ e) ^ 2
      - k * l * m * ((e ⬝ᵥ f) * (f ⬝ᵥ g) * (g ⬝ᵥ e)) := by
  simp [Matrix.trace, Matrix.mul_apply, Fin.sum_univ_three, vecMulVec_apply,
    Matrix.one_apply, dotProduct]
  ring
```

The next lemma is the rewriting of G in terms of A and B.

```lean
/-- The retarded tensor is an isotropic part minus a part along the pair axis. -/
theorem retardedTensor_eq (x : ℝ) (e : Fin 3 → ℝ) :
    retardedTensor x e = (Real.exp (-x) * (1 + x + x ^ 2)) • (1 : Matrix (Fin 3) (Fin 3) ℝ)
      - (Real.exp (-x) * (3 + 3 * x + x ^ 2)) • vecMulVec e e := by
  unfold retardedTensor
  module
```

In `trace_equilateral`, `h1`, `h2` and `h3` are the three scalar products with the closure condition, and `linarith` solves them for −1/2. After exp(−3x) is written as exp(−x)³, `ring` carries out the expansion in powers of x.

```lean
/-- For an equilateral triangle the trace of the product of the three retarded tensors is
`retardedFactor`. -/
theorem trace_equilateral {e f g : Fin 3 → ℝ} (h : IsEquilateral e f g) (x : ℝ) :
    trace (retardedTensor x e * retardedTensor x f * retardedTensor x g) =
      retardedFactor x := by
  have h1 : e ⬝ᵥ (e + f + g) = 0 := by rw [h.closed, dotProduct_zero]
  have h2 : f ⬝ᵥ (e + f + g) = 0 := by rw [h.closed, dotProduct_zero]
  have h3 : g ⬝ᵥ (e + f + g) = 0 := by rw [h.closed, dotProduct_zero]
  simp only [dotProduct_add, h.unit_e, h.unit_f, h.unit_g] at h1 h2 h3
  rw [dotProduct_comm e g] at h1
  rw [dotProduct_comm f e] at h2
  rw [dotProduct_comm g f] at h3
  have p : e ⬝ᵥ f = -1 / 2 := by linarith
  have q : f ⬝ᵥ g = -1 / 2 := by linarith
  have r : g ⬝ᵥ e = -1 / 2 := by linarith
  have hexp : Real.exp (-(3 * x)) = Real.exp (-x) ^ 3 := by
    rw [← Real.exp_nat_mul]
    congr 1
    push_cast
    ring
  simp only [retardedTensor_eq, trace_uniaxial, h.unit_e, h.unit_f, h.unit_g, p, q, r,
    retardedFactor, hexp]
  ring
```

## The integral over reduced frequency

The theorem states the ATM value at x = 0, integrability, and the integral. In place of the factorial formula, the proof uses an explicit antiderivative `F`: `hd` checks its derivative, `hF` shows that it vanishes at infinity, and −F(0) = 1264/243. Because T is nonnegative, the existence of this limit also gives integrability.

```lean
/-- At `x = 0` the equilateral factor is the Axilrod-Teller-Muto value `3(1 + 3 cos³(π/3))`; over
positive `x` it is integrable with integral `1264/243`. -/
theorem retardedFactor_integral :
    retardedFactor 0 = 3 * (1 + 3 * Real.cos (Real.pi / 3) ^ 3) ∧
    IntegrableOn retardedFactor (Ioi 0) ∧ ∫ x in Ioi (0 : ℝ), retardedFactor x = 1264 / 243 := by
  let F : ℝ → ℝ := fun x => -(Real.exp (-(3 * x)) * (1264 / 243 + 7439 / 648 * x
    + 2383 / 216 * x ^ 2 + 1303 / 216 * x ^ 3 + 157 / 72 * x ^ 4 + 17 / 24 * x ^ 5
    + 7 / 24 * x ^ 6))
  have hd : ∀ x ∈ Ici (0 : ℝ), HasDerivAt F (retardedFactor x) x := by
    intro x _
    have hE : HasDerivAt (fun x : ℝ => Real.exp (-(3 * x))) (Real.exp (-(3 * x)) * (-3)) x :=
      (((hasDerivAt_id' x).const_mul (3 : ℝ)).fun_neg.exp).congr_deriv (by simp)
    have hQ := ((((((hasDerivAt_const x (1264 / 243 : ℝ)).fun_add
      ((hasDerivAt_id' x).const_mul (7439 / 648))).fun_add
      ((hasDerivAt_pow 2 x).const_mul (2383 / 216))).fun_add
      ((hasDerivAt_pow 3 x).const_mul (1303 / 216))).fun_add
      ((hasDerivAt_pow 4 x).const_mul (157 / 72))).fun_add
      ((hasDerivAt_pow 5 x).const_mul (17 / 24))).fun_add
      ((hasDerivAt_pow 6 x).const_mul (7 / 24))
    refine (hE.fun_mul hQ).fun_neg.congr_deriv ?_
    simp only [retardedFactor, Nat.cast_ofNat]
    ring
  have hpos : ∀ x ∈ Ioi (0 : ℝ), 0 ≤ retardedFactor x := by
    intro x hx
    have hx' : 0 < x := hx
    unfold retardedFactor
    positivity
  -- the exponential beats every power, so the antiderivative vanishes at infinity
  have ht (n : ℕ) : Tendsto (fun x : ℝ => x ^ n * Real.exp (-(3 * x))) atTop (𝓝 0) := by
    have k := ((Real.tendsto_pow_mul_exp_neg_atTop_nhds_zero n).comp
      (tendsto_id.const_mul_atTop (show (0 : ℝ) < 3 by norm_num))).const_mul ((1 / 3 : ℝ) ^ n)
    rw [mul_zero] at k
    refine k.congr fun x => ?_
    simp only [Function.comp_apply, id_eq]
    rw [mul_pow, ← mul_assoc, ← mul_assoc, ← mul_pow]
    norm_num
  have hF : Tendsto F atTop (𝓝 0) := by
    have s := ((((((ht 0).const_mul (-(1264 / 243))).add
      ((ht 1).const_mul (-(7439 / 648)))).add ((ht 2).const_mul (-(2383 / 216)))).add
      ((ht 3).const_mul (-(1303 / 216)))).add ((ht 4).const_mul (-(157 / 72)))).add
      ((ht 5).const_mul (-(17 / 24))) |>.add ((ht 6).const_mul (-(7 / 24)))
    simp only [mul_zero, add_zero] at s
    refine s.congr fun x => ?_
    simp only [F]
    ring
  refine ⟨by norm_num [retardedFactor, Real.cos_pi_div_three],
    integrableOn_Ioi_deriv_of_nonneg' hd hpos hF, ?_⟩
  rw [integral_Ioi_of_hasDerivAt_of_nonneg' hd hpos hF]
  simp [F]
```

## The tenth power of the distance

The substitution ξ = cx/R is `integral_comp_mul_left_Ioi` with scale factor c/R. It needs positive c and R, but no condition on α.

```lean
/-- In the reduced frequency `x = ξR/c` the energy of an equilateral triangle carries the
prefactor `1/R¹⁰`, for positive `c` and `R`. -/
theorem energy_scaling {e f g : Fin 3 → ℝ} (h : IsEquilateral e f g) (hbar : ℝ) {c R : ℝ}
    (hc : 0 < c) (hR : 0 < R) (α : ℝ → ℝ) :
    tripleDipoleEnergy hbar c α e f g R = hbar * c / (Real.pi * R ^ 10) *
      ∫ x in Ioi (0 : ℝ), α (c / R * x) ^ 3 * retardedFactor x := by
  have hs := integral_comp_mul_left_Ioi
    (fun ξ => α ξ ^ 3 * retardedFactor (ξ * R / c)) 0 (div_pos hc hR)
  have hx : ∀ x : ℝ, c / R * x * R / c = x := by
    intro x
    field_simp
  simp only [hx, mul_zero, smul_eq_mul] at hs
  rw [hs]
  simp only [tripleDipoleEnergy, trace_equilateral h]
  rw [integral_div]
  generalize (∫ x in Ioi (0 : ℝ), α x ^ 3 * retardedFactor (x * R / c)) = I
  field_simp
```

For a frequency-independent polarizability `a`, the R⁻¹⁰ formula is exact at every positive R.

```lean
/-- With a frequency-independent polarizability `a`, the equilateral three-body energy is
`1264 ħ c a³ / (243 π R¹⁰)` for positive `c` and `R`. -/
theorem energy_static {e f g : Fin 3 → ℝ} (h : IsEquilateral e f g) (hbar a : ℝ) {c R : ℝ}
    (hc : 0 < c) (hR : 0 < R) :
    tripleDipoleEnergy hbar c (fun _ => a) e f g R =
      1264 * hbar * c * a ^ 3 / (243 * Real.pi * R ^ 10) := by
  rw [energy_scaling h hbar hc hR, integral_const_mul, retardedFactor_integral.2.2]
  ring
```

For a frequency-dependent polarizability it is a limit. The hypotheses `hα` and `hM` stand for bound electrons, whose response stays finite and approaches its static value smoothly at low frequency. They are imposed for all real ξ, although the energy uses only ξ > 0; an even extension of α meets this. In the proof, `key` is the dominated convergence step with bound M³T(x), and `energy_scaling` then turns the integral back into R¹⁰E(R).

```lean
/-- Far-zone law: for a continuous, bounded dynamic polarizability and `c > 0`, `R¹⁰` times the
equilateral three-body energy tends to `1264 ħ c α(0)³ / (243 π)` as `R` grows. -/
theorem energy_far_zone {e f g : Fin 3 → ℝ} (h : IsEquilateral e f g) (hbar : ℝ) {c M : ℝ}
    (hc : 0 < c) {α : ℝ → ℝ} (hα : Continuous α) (hM : ∀ ξ, |α ξ| ≤ M) :
    Tendsto (fun R => R ^ 10 * tripleDipoleEnergy hbar c α e f g R) atTop
      (𝓝 (1264 * hbar * c * α 0 ^ 3 / (243 * Real.pi))) := by
  -- at large distance only frequencies near zero contribute
  have key : Tendsto (fun R : ℝ => ∫ x in Ioi (0 : ℝ), α (c / R * x) ^ 3 * retardedFactor x)
      atTop (𝓝 (∫ x in Ioi (0 : ℝ), α 0 ^ 3 * retardedFactor x)) := by
    apply tendsto_integral_filter_of_dominated_convergence (fun x => M ^ 3 * retardedFactor x)
    · refine Eventually.of_forall fun R => Continuous.aestronglyMeasurable ?_
      unfold retardedFactor
      fun_prop
    · refine Eventually.of_forall fun R => (ae_restrict_iff' measurableSet_Ioi).2
        (Eventually.of_forall fun x hx => ?_)
      have hx' : 0 < x := hx
      have hp : 0 ≤ retardedFactor x := by
        unfold retardedFactor
        positivity
      rw [norm_mul, norm_pow, Real.norm_eq_abs (α _), Real.norm_of_nonneg hp]
      exact mul_le_mul_of_nonneg_right (pow_le_pow_left₀ (abs_nonneg _) (hM _) 3) hp
    · exact Integrable.const_mul retardedFactor_integral.2.1 _
    · refine Eventually.of_forall fun x => ?_
      have hz : Tendsto (fun R : ℝ => c / R * x) atTop (𝓝 0) := by
        simpa using ((tendsto_const_nhds (x := c)).div_atTop tendsto_id).mul_const x
      exact (((hα.tendsto 0).comp hz).pow 3).mul_const _
  rw [integral_const_mul, retardedFactor_integral.2.2] at key
  have k := key.const_mul (hbar * c / Real.pi)
  have hv : hbar * c / Real.pi * (α 0 ^ 3 * (1264 / 243)) =
      1264 * hbar * c * α 0 ^ 3 / (243 * Real.pi) := by ring
  rw [hv] at k
  refine k.congr' ?_
  filter_upwards [eventually_gt_atTop (0 : ℝ)] with R hR
  rw [energy_scaling h hbar hc hR]
  field_simp

end

end RetardedTripleDipole
```

Boundedness alone does not suffice. Take α(0) = 0 and α(ξ) = 1 for ξ ≠ 0. A single point does not affect the integral, so R¹⁰E(R) = 1264ħc/(243π) at every R > 0, whereas the formula with α(0) = 0 would predict zero. What this example violates is continuity from the right at ξ = 0.

For simulations that add a nonretarded three-body term to pair dispersion, the theorem gives the zero-temperature long-range limit that should replace that term for one geometry, the equilateral triangle of identical atoms. At a temperature Θ > 0 it no longer holds once R is comparable with ħc/(k_B Θ); at larger distances the zero-frequency contribution dominates and the energy falls as R⁻⁹ again. It gives no estimate of the distance at which the limit is reached.

```lean
#print axioms RetardedTripleDipole.energy_static
#print axioms RetardedTripleDipole.energy_far_zone
```

```
'RetardedTripleDipole.energy_static' depends on axioms: [propext, Classical.choice, Quot.sound]
'RetardedTripleDipole.energy_far_zone' depends on axioms: [propext, Classical.choice, Quot.sound]
```
